# The propagator of aA + bB as a product of two exponentials when AB − BA = cB

A code that advances the complex amplitude x of a driven, damped mode can treat the damping and rotation exactly and integrate only the drive numerically. The equation is

x' = c a(t) x + b(t),

where c is a complex constant, a(t) scales the damping and rotation, and b(t) is the drive. The damping and rotation are exact when the integral of a is known in closed form, as it is for constant a; otherwise that integral is computed numerically too. With a = 1, b = −iF(t) and c = −(iω + κ/2), this is the equation for the mean x = ⟨d⟩ of the annihilation operator d of an oscillator with Hamiltonian ħωd†d + ħ(F d† + F* d) and Lindblad jump operator √κ d. Without the drive, the energy above the ground state decays at rate κ.

The resulting update is a special case of a matrix identity. Let A and B be complex n×n matrices with AB − BA = cB, let a and b be continuous, and set

f(t) = ∫₀ᵗ a(s) ds,  g(t) = ∫₀ᵗ b(s) e^(−c f(s)) ds.

Then

U(t) = exp(f(t)A) exp(g(t)B)

is the unique solution of U' = (aA + bB)U with U(0) = 1. The Wei-Norman method in general handles larger Lie algebras with more exponential factors; this result concerns two generators with this one commutation relation.

## The update for a driven mode

Take A = diag(c, 0), let B have a single entry 1 in the upper right corner, and let U act on the column (x₀, 1), where x₀ = x(0). Since B² = 0, exp(gB) = 1 + gB, and the first component becomes

x(t) = e^(c f(t)) (x₀ + g(t)).

If a = 1, c ≠ 0 and b is frozen at a value β over a step h, this is the exponential Euler update

x(h) = e^(ch) x₀ + β (e^(ch) − 1)/c.

For small ch the last quotient loses digits by cancellation, so it should be evaluated with an expm1 routine or a series. For a decaying mode the modulus of e^(−cf) grows with time, and restarting f and g at every step keeps this growth from building up over a long run.

## From the commutator to the two factors

The relation says that B is a ladder operator for A: if Av = λv, then A(Bv) = (λ + c)Bv. To carry B through exp(zA), for complex z, define

K(z) = e^(−cz) exp(zA) B exp(−zA).

Its derivative is

K'(z) = e^(−cz) exp(zA) (AB − BA − cB) exp(−zA) = 0,

so K(z) = K(0) = B. Multiplying by e^(cz) and, from the right, by exp(zA) gives

exp(zA) B = e^(cz) B exp(zA).

The fundamental theorem of calculus gives f' = a and g' = b e^(−cf). By the product rule,

U' = aA exp(fA) exp(gB) + b e^(−cf) exp(fA) B exp(gB)

= aAU + b e^(−cf) e^(cf) B exp(fA) exp(gB)

= (aA + bB)U.

Both integrals vanish at t = 0, so U(0) = 1.

For uniqueness, let V be any solution with V(0) = 1 and put W = exp(−gB) exp(−fA) V. Then

W' = exp(−gB) [−b e^(−cf) B exp(−fA) − a exp(−fA) A + exp(−fA)(aA + bB)] V

= exp(−gB) [−b e^(−cf) B exp(−fA) + b exp(−fA) B] V = 0,

because exp(−fA) B = e^(−cf) B exp(−fA). Hence W = 1 at all times, and V = exp(fA) exp(gB).

With a = b = 1, exp(t(A + B)) solves the same equation. Here f(t) = t and, for c ≠ 0, g(1) = (1 − e^(−c))/c, so at t = 1

exp(A + B) = exp(A) exp(((1 − e^(−c))/c) B).

## A pair of generators for which the product fails

Without the commutation relation the product can fail for every choice of g. Let A have its only nonzero entry, 1, in the lower left corner, let B again have its only nonzero entry, 1, in the upper right corner, and take a = b = 1. Then f = t, and U has rows (1, g) and (t, 1 + tg). The upper left entry of U' is 0, while that of (A + B)U is t. They disagree at every t ≠ 0.

## How the Lean proof follows the derivation

`exp_conj` shows that K is constant: `key` inserts the commutator, and `is_const_of_deriv_eq_zero` turns the zero derivative into equality with the value at 0. `exp_mul_comm` moves B through the exponential, using `exp_mul_exp_neg` for the inverse. `hasDerivAt_coeffA` and `hasDerivAt_coeffB` differentiate the two integrals.

In `wei_norman`, the local statement `alg` carries out the product-rule algebra, with `x * y = 1` expressing the cancellation of e^(−cf) and e^(cf). `wei_norman_unique` differentiates W, and `exp_add_disentangle` applies it to exp(t(A + B)). `commutation_witness` checks the 2×2 pair used for the driven mode, for every c.

```lean
import Mathlib

open NormedSpace

namespace WeiNorman

noncomputable section

attribute [local instance] Matrix.linftyOpNormedRing Matrix.linftyOpNormedAlgebra

variable {n : Type*} [Fintype n] [DecidableEq n]

/-- The first Wei-Norman coefficient `f(t)`, the integral of `a` from `0` to `t`. -/
def coeffA (a : ℝ → ℂ) (t : ℝ) : ℂ := ∫ s in (0 : ℝ)..t, a s

/-- The second Wei-Norman coefficient `g(t)`, the integral of `b e^(-c f)` from `0` to `t`. -/
def coeffB (c : ℂ) (a b : ℝ → ℂ) (t : ℝ) : ℂ :=
  ∫ s in (0 : ℝ)..t, b s * Complex.exp (-c * coeffA a s)

/-- The factorised propagator `U(t) = exp(f(t) A) exp(g(t) B)`. -/
def propagator (A B : Matrix n n ℂ) (c : ℂ) (a b : ℝ → ℂ) (t : ℝ) : Matrix n n ℂ :=
  exp (coeffA a t • A) * exp (coeffB c a b t • B)

/-- The product `exp(X) exp(-X)` is the identity matrix. -/
theorem exp_mul_exp_neg (X : Matrix n n ℂ) : exp X * exp (-X) = 1 := by
  rw [← Matrix.exp_add_of_commute _ _ (Commute.refl X).neg_right, add_neg_cancel,
    NormedSpace.exp_zero]

/-- If `AB - BA = cB`, conjugating `B` with `exp(zA)` multiplies it by `e^(cz)`. -/
theorem exp_conj {A B : Matrix n n ℂ} {c : ℂ} (h : A * B - B * A = c • B) (z : ℂ) :
    exp (z • A) * B * exp (-(z • A)) = Complex.exp (c * z) • B := by
  -- the rescaled conjugate does not depend on the parameter
  have hd : ∀ u : ℂ, HasDerivAt (fun u : ℂ =>
      Complex.exp (-c * u) • (exp (u • A) * B * exp (u • (-A)))) 0 u := by
    intro u
    have h1 := hasDerivAt_exp_smul_const A u
    have h2 := hasDerivAt_exp_smul_const' (-A) u
    have h3 : HasDerivAt (fun u : ℂ => -c * u) (-c) u :=
      ((hasDerivAt_id u).const_mul (-c)).congr_deriv (mul_one _)
    have key : ∀ E F : Matrix n n ℂ,
        E * A * B * F + E * B * (-A * F) = c • (E * B * F) := by
      intro E F
      calc E * A * B * F + E * B * (-A * F) = E * (A * B - B * A) * F := by noncomm_ring
        _ = c • (E * B * F) := by rw [h, Matrix.mul_smul, Matrix.smul_mul]
    refine (h3.cexp.smul ((h1.mul_const B).mul h2)).congr_deriv ?_
    change Complex.exp (-c * u) • (exp (u • A) * A * B * exp (u • (-A))
      + exp (u • A) * B * (-A * exp (u • (-A))))
      + (Complex.exp (-c * u) * (-c)) • (exp (u • A) * B * exp (u • (-A))) = 0
    rw [key]
    module
  have hc := is_const_of_deriv_eq_zero (fun u => (hd u).differentiableAt)
    (fun u => (hd u).deriv) z 0
  simp only [mul_zero, Complex.exp_zero, smul_neg, zero_smul, neg_zero,
    NormedSpace.exp_zero, Matrix.one_mul, Matrix.mul_one, one_smul] at hc
  calc exp (z • A) * B * exp (-(z • A))
      = Complex.exp (c * z) • (Complex.exp (-c * z) •
          (exp (z • A) * B * exp (-(z • A)))) := by
        rw [smul_smul, ← Complex.exp_add, show c * z + -c * z = 0 by ring,
          Complex.exp_zero, one_smul]
    _ = Complex.exp (c * z) • B := by rw [hc]

/-- If `AB - BA = cB`, moving `B` to the left through `exp(zA)` costs a factor `e^(cz)`. -/
theorem exp_mul_comm {A B : Matrix n n ℂ} {c : ℂ} (h : A * B - B * A = c • B) (z : ℂ) :
    exp (z • A) * B = Complex.exp (c * z) • (B * exp (z • A)) := by
  have h1 : exp (-(z • A)) * exp (z • A) = 1 := by
    simpa only [neg_neg] using exp_mul_exp_neg (-(z • A))
  rw [← Matrix.smul_mul, ← exp_conj h z, Matrix.mul_assoc _ _ (exp (z • A)), h1,
    Matrix.mul_one]

/-- For continuous `a`, the coefficient `f` has derivative `a`. -/
theorem hasDerivAt_coeffA {a : ℝ → ℂ} (ha : Continuous a) (t : ℝ) :
    HasDerivAt (coeffA a) (a t) t :=
  (ha.integral_hasStrictDerivAt 0 t).hasDerivAt

/-- For continuous `a` and `b`, the coefficient `g` has derivative `b e^(-c f)`. -/
theorem hasDerivAt_coeffB (c : ℂ) {a b : ℝ → ℂ} (ha : Continuous a) (hb : Continuous b)
    (t : ℝ) : HasDerivAt (coeffB c a b) (b t * Complex.exp (-c * coeffA a t)) t := by
  have hf : Continuous (coeffA a) :=
    continuous_iff_continuousAt.2 fun s => (hasDerivAt_coeffA ha s).continuousAt
  have hi : Continuous fun s => b s * Complex.exp (-c * coeffA a s) :=
    hb.mul (Complex.continuous_exp.comp (continuous_const.mul hf))
  exact (hi.integral_hasStrictDerivAt 0 t).hasDerivAt

/-- Wei-Norman factorisation: if `AB - BA = cB` and the functions `a` and `b` are continuous, then
`U = exp(fA) exp(gB)` solves `U' = (aA + bB)U` with `U(0) = 1`. -/
theorem wei_norman {A B : Matrix n n ℂ} {c : ℂ} (h : A * B - B * A = c • B)
    {a b : ℝ → ℂ} (ha : Continuous a) (hb : Continuous b) :
    (∀ t, HasDerivAt (propagator A B c a b)
      ((a t • A + b t • B) * propagator A B c a b t) t) ∧
    propagator A B c a b 0 = 1 := by
  refine ⟨fun t => ?_, by simp [propagator, coeffA, coeffB]⟩
  have h1 := HasDerivAt.scomp t (hasDerivAt_exp_smul_const' A (coeffA a t))
    (hasDerivAt_coeffA ha t)
  have h2 := HasDerivAt.scomp t (hasDerivAt_exp_smul_const' B (coeffB c a b t))
    (hasDerivAt_coeffB c ha hb t)
  -- the factor in g' cancels the one from moving B through exp(fA)
  have alg : ∀ (E G : Matrix n n ℂ) (p q x y : ℂ), E * B = y • (B * E) → x * y = 1 →
      (p • (A * E)) * G + E * ((q * x) • (B * G)) = (p • A + q • B) * (E * G) := by
    intro E G p q x y hE hxy
    calc (p • (A * E)) * G + E * ((q * x) • (B * G))
        = p • (A * E * G) + (q * x) • ((E * B) * G) := by
          simp only [Matrix.smul_mul, Matrix.mul_smul, Matrix.mul_assoc]
      _ = p • (A * E * G) + q • (B * E * G) := by
          rw [hE, Matrix.smul_mul, smul_smul, mul_assoc q x y, hxy, mul_one]
      _ = (p • A + q • B) * (E * G) := by
          simp only [Matrix.add_mul, Matrix.smul_mul, Matrix.mul_assoc]
  refine (h1.mul h2).congr_deriv ?_
  refine alg _ _ _ _ _ _ (exp_mul_comm h (coeffA a t)) ?_
  rw [← Complex.exp_add, show -c * coeffA a t + c * coeffA a t = 0 by ring,
    Complex.exp_zero]

/-- If `AB - BA = cB` and the functions `a` and `b` are continuous, every solution on the real line
of `V' = (aA + bB)V` with `V(0) = 1` equals the factorised propagator. -/
theorem wei_norman_unique {A B : Matrix n n ℂ} {c : ℂ} (h : A * B - B * A = c • B)
    {a b : ℝ → ℂ} (ha : Continuous a) (hb : Continuous b) {V : ℝ → Matrix n n ℂ}
    (hV : ∀ t, HasDerivAt V ((a t • A + b t • B) * V t) t) (hV0 : V 0 = 1) (t : ℝ) :
    V t = propagator A B c a b t := by
  have alg : ∀ (F E W : Matrix n n ℂ) (p q x : ℂ), E * B = x • (B * E) →
      ((q * x) • (F * -B) * E + F * (p • (E * -A))) * W
        + F * E * ((p • A + q • B) * W) = 0 := by
    intro F E W p q x hE
    calc ((q * x) • (F * -B) * E + F * (p • (E * -A))) * W
          + F * E * ((p • A + q • B) * W)
        = q • (F * (E * B) * W) - (q * x) • (F * (B * E) * W) := by
          simp only [Matrix.mul_add, Matrix.add_mul, Matrix.smul_mul, Matrix.mul_smul,
            Matrix.mul_neg, Matrix.neg_mul, smul_neg, Matrix.mul_assoc]
          module
      _ = 0 := by
          rw [hE, Matrix.mul_smul, Matrix.smul_mul, smul_smul, sub_self]
  -- undoing the factorised evolution leaves a constant matrix
  have hd : ∀ s : ℝ, HasDerivAt (fun s =>
      exp (coeffB c a b s • (-B)) * exp (coeffA a s • (-A)) * V s) 0 s := by
    intro s
    have h1 := HasDerivAt.scomp s (hasDerivAt_exp_smul_const (-A) (coeffA a s))
      (hasDerivAt_coeffA ha s)
    have h2 := HasDerivAt.scomp s (hasDerivAt_exp_smul_const (-B) (coeffB c a b s))
      (hasDerivAt_coeffB c ha hb s)
    have hE := exp_mul_comm h (-coeffA a s)
    rw [show (-coeffA a s) • A = coeffA a s • (-A) by rw [neg_smul, smul_neg],
      show c * -coeffA a s = -c * coeffA a s by ring] at hE
    exact ((h2.mul h1).mul (hV s)).congr_deriv (alg _ _ _ _ _ _ hE)
  have hc := is_const_of_deriv_eq_zero (fun s => (hd s).differentiableAt)
    (fun s => (hd s).deriv) t 0
  have h0 : coeffA a 0 = 0 ∧ coeffB c a b 0 = 0 := by simp [coeffA, coeffB]
  simp only [h0.1, h0.2, hV0, zero_smul, neg_zero, NormedSpace.exp_zero, Matrix.mul_one,
    smul_neg] at hc
  unfold propagator
  calc V t = exp (coeffA a t • A) * (exp (coeffB c a b t • B) *
        exp (-(coeffB c a b t • B))) * exp (-(coeffA a t • A)) * V t := by
        rw [exp_mul_exp_neg, Matrix.mul_one, exp_mul_exp_neg, Matrix.one_mul]
    _ = exp (coeffA a t • A) * exp (coeffB c a b t • B) *
        (exp (-(coeffB c a b t • B)) * exp (-(coeffA a t • A)) * V t) := by
        simp only [Matrix.mul_assoc]
    _ = _ := by rw [hc, Matrix.mul_one]

/-- Disentangling formula: if `AB - BA = cB` with `c ≠ 0`, then
`exp(A + B) = exp(A) exp(((1 - e^(-c))/c) B)`. -/
theorem exp_add_disentangle {A B : Matrix n n ℂ} {c : ℂ} (h : A * B - B * A = c • B)
    (hc : c ≠ 0) :
    exp (A + B) = exp A * exp (((1 - Complex.exp (-c)) / c) • B) := by
  have hf : ∀ s : ℝ, coeffA (fun _ => 1) s = (s : ℂ) := by
    intro s
    simp [coeffA]
  have hg : coeffB c (fun _ => 1) (fun _ => 1) 1 = (1 - Complex.exp (-c)) / c := by
    simp only [coeffB, hf, one_mul]
    rw [integral_exp_mul_complex (neg_ne_zero.2 hc)]
    simp only [Complex.ofReal_one, Complex.ofReal_zero, mul_one, mul_zero,
      Complex.exp_zero]
    rw [div_neg, ← neg_div, neg_sub]
  -- exp(s(A + B)) solves the evolution equation with a = b = 1
  have hV : ∀ s : ℝ, HasDerivAt (fun s : ℝ => exp ((s : ℂ) • (A + B)))
      (((1 : ℂ) • A + (1 : ℂ) • B) * exp ((s : ℂ) • (A + B))) s := by
    intro s
    have h1 : HasDerivAt (fun s : ℝ => (s : ℂ)) 1 s :=
      (hasDerivAt_id s).ofReal_comp.congr_deriv Complex.ofReal_one
    refine (HasDerivAt.scomp s (hasDerivAt_exp_smul_const' (A + B) (s : ℂ)) h1).congr_deriv ?_
    simp only [one_smul]
    rfl
  have key := wei_norman_unique h (a := fun _ => 1) (b := fun _ => 1)
    continuous_const continuous_const hV
    (by simp only [Complex.ofReal_zero, zero_smul, NormedSpace.exp_zero]) 1
  simpa only [propagator, hf, hg, Complex.ofReal_one, one_smul] using key

/-- For every `c`, the matrices `A = diag(c, 0)` and `B` with a single entry 1 in the upper
right corner satisfy `AB - BA = cB`, and `B` is not zero. -/
theorem commutation_witness (c : ℂ) :
    (!![c, 0; 0, 0] * !![0, 1; 0, 0] - !![0, 1; 0, 0] * !![c, 0; 0, 0]
      = c • (!![0, 1; 0, 0] : Matrix (Fin 2) (Fin 2) ℂ)) ∧
    (!![0, 1; 0, 0] : Matrix (Fin 2) (Fin 2) ℂ) ≠ 0 := by
  constructor
  · ext i j
    fin_cases i <;> fin_cases j <;> simp
  · intro h0
    have h1 := congrFun (congrFun h0 0) 1
    simp at h1

end

end WeiNorman
```

```lean
#print axioms WeiNorman.wei_norman
-- 'WeiNorman.wei_norman' depends on axioms: [propext, Classical.choice, Quot.sound]
#print axioms WeiNorman.wei_norman_unique
-- 'WeiNorman.wei_norman_unique' depends on axioms: [propext, Classical.choice, Quot.sound]
#print axioms WeiNorman.exp_add_disentangle
-- 'WeiNorman.exp_add_disentangle' depends on axioms: [propext, Classical.choice, Quot.sound]
```

## Exact in time, for finite matrices and exact integrals

`Matrix n n ℂ` is a square complex matrix over any finite index set, and the hypothesis `h` is the commutation relation. `coeffA`, `coeffB` and `propagator` are f, g and U. `HasDerivAt` states the evolution equation at every real t, negative times included, and `wei_norman_unique` likewise takes V to be a solution on the whole real line. The generator is aA + bB itself, so for a Schrödinger equation the factor −i/ħ belongs in the coefficients or the matrices.

The theorems involve no time-step error, but they assume exact integrals and exact exponentials. They give no bound for quadrature, for freezing b over a step, or for rounding. A pulse with jumps violates the continuity hypothesis. If it is piecewise continuous with finite one-sided limits, it can be treated interval by interval, with each piece extended continuously.

Finite dimension matters for oscillator operators. The number and creation matrices, cut off at a finite level, satisfy the relation with c = 1, but the theorems do not estimate the cutoff error. A nonzero Hermitian drive linear in the creation and annihilation operators contains both, so it does not fit this pair of generators.
